# A set of $n\ge 1$ real levels is fixed by its first $n$ power sums, but not always by its first $n-1$

## Levels, moments and the two cosine spectra

Let a Hamiltonian $H$ have $n$ real energy levels $E_0,\dots,E_{n-1}$, with degenerate levels repeated. Its $k$-th moment is the power sum $p_k=\sum_j E_j^k=\operatorname{Tr}H^k$, not divided by $n$. A trace sum rule gives one such number without diagonalisation. How many of them are needed to fix the spectrum?

"Level set" here means a list of energies with multiplicity, and $k$ is a power, not a wave number. Energies are dimensionless, and $E^0=1$ even for $E=0$. For $n\ge1$, a phase $\theta$ and $j=0,\dots,n-1$, put

$$a_j=\theta+\frac{2\pi j}{n},\qquad M_{k,m}(\theta)=\sum_{j=0}^{n-1}\cos^k a_j\,\cos(m a_j).$$

The levels are $\cos a_j$, and $M_{k,0}$ is their $k$-th moment. The phases $\theta=0$ and $\theta=\pi/n$ give the level sets $\cos(2\pi j/n)$ and $\cos((2j+1)\pi/n)$. **Their moments agree for every $k<n$, and their $n$-th moments differ by $n\,2^{2-n}$.** Conversely, two sets of $n$ real levels with equal moments for $k=1,\dots,n$ are identical.

For $n\ge3$ these cosines are the energies, in units of $2\tau$, of one electron, spin left out, on a ring of $n$ sites with one orbital of zero energy per site and nearest-neighbour matrix element $\tau>0$, under periodic and antiperiodic boundary conditions. The traces of $H^k$ with $k<n$ therefore cannot tell the two boundary conditions apart in this model. The theorems below concern the numbers themselves; the diagonalisation that connects them to the ring is taken from physics.

## Derivation from the cosine product formula

**Harmonics cancel.** Let $0<m<n$ and $h=\pi m/n$, so that $0<h<\pi$ and $ma_j=m\theta+2hj$. Then

$$2\sin h\,\cos(ma_j)=\sin(m\theta+2h(j+1)-h)-\sin(m\theta+2hj-h).$$

The sum over $j$ telescopes to $\sin(m\theta+2hn-h)-\sin(m\theta-h)$, which vanishes because $2hn=2\pi m$. Since $\sin h>0$, it follows that $M_{0,m}=0$.

**Powers are traded for harmonics.** From $\cos a\cos((m+1)a)=\tfrac12[\cos((m+2)a)+\cos(ma)]$,

$$M_{k+1,m+1}=\tfrac12\,(M_{k,m+2}+M_{k,m}),\qquad M_{k+1,0}=M_{k,1}.$$

**Below order $n$ the phase is invisible.** If $k+m<n$, then $M_{k,m}$ does not depend on $\theta$. For $k=0$ it is $n$ when $m=0$ and zero otherwise. The recursions never raise the sum of the two indices, so induction on $k$ gives the rest.

**At order $n$ the phase appears.** Let $k+(m+1)=n$. Then

$$M_{k,m+1}(\theta)-M_{k,m+1}(\theta')=\frac{n}{2^k}\,[\cos(n\theta)-\cos(n\theta')].$$

For $k=0$ the harmonic is $n$, and $na_j=n\theta+2\pi j$ gives $M_{0,n}=n\cos(n\theta)$. Raising $k$ by one produces two terms: one has index sum $n$ and obeys the formula already, the other has index sum $n-2$ and cancels in the difference. The factor $\tfrac12$ remains.

Since $M_{n,0}=M_{n-1,1}$, the $n$-th moments differ by $\frac{n}{2^{n-1}}[\cos(n\theta)-\cos(n\theta')]$. With $\theta=0$ and $\theta'=\pi/n$ the bracket is $2$, and the difference is $n\,2^{2-n}$.

**Why $n$ moments suffice.** Let $e_k$ be the elementary symmetric functions of the levels, with $e_0=1$. Newton's identities,

$$k\,e_k=\sum_{i=1}^{k}(-1)^{i-1}e_{k-i}\,p_i,$$

determine $e_1,\dots,e_n$ successively from $p_1,\dots,p_n$. These are, up to sign, the coefficients of $\prod_j(X-E_j)$, whose roots are the levels.

## The cosine family in Lean

The angle $a_j$ is `angle n θ j`, and $M_{k,m}(\theta)$ is `ringMoment n k m θ`. The index set `Finset.range n` is $0,\dots,n-1$.

```lean
import Mathlib

open Real

namespace MomentRuleSharpness

noncomputable section

/-- The `j`-th of `n` equally spaced angles on the circle, starting from the phase `θ`
(for `n ≥ 1`). -/
def angle (n : ℕ) (θ : ℝ) (j : ℕ) : ℝ := θ + 2 * π * j / n

/-- The `k`-th moment of the `n` levels `cos (angle n θ j)`, each level weighted by the
`m`-th harmonic of its angle (for `n ≥ 1`). -/
def ringMoment (n k m : ℕ) (θ : ℝ) : ℝ :=
  ∑ j ∈ Finset.range n, cos (angle n θ j) ^ k * cos (m * angle n θ j)
```

The first lemma is the cancellation of harmonics. Its step `tel` is the sine identity, `Finset.sum_range_sub` performs the telescoping, and the last line divides out the positive factor $2\sin h$.

```lean
/-- The `m`-th harmonic sums to zero over `n` equally spaced angles when `0 < m < n`. -/
theorem sum_harmonic_eq_zero {n m : ℕ} (hm : 0 < m) (hmn : m < n) (θ : ℝ) :
    ∑ j ∈ Finset.range n, cos (m * angle n θ j) = 0 := by
  have hn : (0 : ℝ) < n := by exact_mod_cast hm.trans hmn
  have hm' : (0 : ℝ) < m := by exact_mod_cast hm
  have hlt : (m : ℝ) < n := by exact_mod_cast hmn
  obtain ⟨h, hh⟩ : ∃ h : ℝ, h = π * m / n := ⟨_, rfl⟩
  have hhn : h * n = π * m := by rw [hh]; field_simp
  have hs : 0 < sin h := by
    apply sin_pos_of_pos_of_lt_pi
    · rw [hh]; positivity
    · rw [hh, div_lt_iff₀ hn]
      exact mul_lt_mul_of_pos_left hlt pi_pos
  -- multiplied by `2 sin h`, every term is a difference of neighbouring sines
  have tel : ∀ j : ℕ, 2 * sin h * cos (m * angle n θ j) =
      sin (m * θ + 2 * h * ((j + 1 : ℕ) : ℝ) - h) - sin (m * θ + 2 * h * (j : ℝ) - h) := by
    intro j
    have e : m * angle n θ j = m * θ + 2 * h * j := by rw [hh]; unfold angle; ring
    have e1 : m * θ + 2 * h * ((j + 1 : ℕ) : ℝ) - h = (m * θ + 2 * h * j) + h := by
      push_cast; ring
    rw [e, e1, sin_add (m * θ + 2 * h * j) h, sin_sub (m * θ + 2 * h * j) h]
    ring
  have total : 2 * sin h * ∑ j ∈ Finset.range n, cos (m * angle n θ j) = 0 := by
    rw [Finset.mul_sum, Finset.sum_congr rfl (fun j _ => tel j),
      Finset.sum_range_sub (fun j : ℕ => sin (m * θ + 2 * h * (j : ℝ) - h))]
    have e : m * θ + 2 * h * (n : ℝ) - h =
        (m * θ + 2 * h * ((0 : ℕ) : ℝ) - h) + m * (2 * π) := by
      push_cast; linear_combination 2 * hhn
    show sin (m * θ + 2 * h * (n : ℝ) - h) - sin (m * θ + 2 * h * ((0 : ℕ) : ℝ) - h) = 0
    rw [e, sin_add_nat_mul_two_pi, sub_self]
  exact (mul_eq_zero.mp total).resolve_left (mul_pos two_pos hs).ne'
```

Three identities follow: the zeroth harmonic gives the plain moment, and the other two are the recursions.

```lean
/-- With the zeroth harmonic as weight, the weighted moment is the plain power sum. -/
theorem ringMoment_plain (n k : ℕ) (θ : ℝ) :
    ringMoment n k 0 θ = ∑ j ∈ Finset.range n, cos (angle n θ j) ^ k := by
  simp [ringMoment]

/-- One power of the level can be traded for the first harmonic. -/
theorem ringMoment_succ_zero (n k : ℕ) (θ : ℝ) :
    ringMoment n (k + 1) 0 θ = ringMoment n k 1 θ := by
  simp only [ringMoment, Nat.cast_zero, zero_mul, cos_zero, Nat.cast_one, one_mul, mul_one,
    pow_succ]

/-- One power of the level couples a harmonic `m + 1` to its two neighbours, with equal
weights one half. -/
theorem ringMoment_succ_succ (n k m : ℕ) (θ : ℝ) :
    ringMoment n (k + 1) (m + 1) θ =
      (ringMoment n k (m + 2) θ + ringMoment n k m θ) / 2 := by
  unfold ringMoment
  rw [← Finset.sum_add_distrib, Finset.sum_div]
  refine Finset.sum_congr rfl fun j _ => ?_
  generalize angle n θ j = a
  have e1 : ((m + 2 : ℕ) : ℝ) * a = ((m + 1 : ℕ) : ℝ) * a + a := by push_cast; ring
  have e2 : (m : ℝ) * a = ((m + 1 : ℕ) : ℝ) * a - a := by push_cast; ring
  rw [e1, e2, cos_add, cos_sub]
  ring
```

## Phase independence and its failure at order n

The induction on $k$ is stated for all $m$ at once (`generalizing m`), because the recursion moves to neighbouring harmonics.

```lean
/-- Weighted moments with `k + m < n` do not depend on the phase of the levels. -/
theorem ringMoment_phase_free (n k m : ℕ) (h : k + m < n) (θ θ' : ℝ) :
    ringMoment n k m θ = ringMoment n k m θ' := by
  induction k generalizing m with
  | zero =>
    rcases m.eq_zero_or_pos with rfl | hm
    · simp [ringMoment]
    · simp only [ringMoment, pow_zero, one_mul]
      rw [sum_harmonic_eq_zero hm (by omega) θ, sum_harmonic_eq_zero hm (by omega) θ']
  | succ k ih =>
    cases m with
    | zero =>
      rw [ringMoment_succ_zero n k θ, ringMoment_succ_zero n k θ']
      exact ih 1 (by omega)
    | succ m =>
      rw [ringMoment_succ_succ n k m θ, ringMoment_succ_succ n k m θ',
        ih (m + 2) (by omega), ih m (by omega)]
```

In the border case, `key` evaluates the $n$-th harmonic. In the induction step, `h1` is the term still on the border and `h2` the phase-free one; `linear_combination h1 / 2 + h2 / 2` averages them as in the recursion.

```lean
/-- When the power `k` and a nonzero harmonic `m + 1` add up to `n`, the weighted moment
depends on the phase through `cos (n θ)`, with amplitude `n / 2 ^ k`. -/
theorem ringMoment_border (n k m : ℕ) (h : k + (m + 1) = n) (θ θ' : ℝ) :
    ringMoment n k (m + 1) θ - ringMoment n k (m + 1) θ' =
      n / 2 ^ k * (cos (n * θ) - cos (n * θ')) := by
  induction k generalizing m with
  | zero =>
    -- the `n`-th harmonic takes the same value at all `n` angles
    have key : ∀ φ : ℝ, ringMoment n 0 n φ = n * cos (n * φ) := by
      intro φ
      have hc : ∀ j ∈ Finset.range n, cos (n * angle n φ j) = cos (n * φ) := by
        intro j _
        have hn : (n : ℝ) ≠ 0 := by exact_mod_cast (by omega : n ≠ 0)
        have hd : (n : ℝ) * (2 * π * j / n) = 2 * π * j := by field_simp
        have e : n * angle n φ j = n * φ + j * (2 * π) := by
          unfold angle; linear_combination hd
        rw [e, cos_add_nat_mul_two_pi]
      simp only [ringMoment, pow_zero, one_mul]
      rw [Finset.sum_congr rfl hc, Finset.sum_const, Finset.card_range, nsmul_eq_mul]
    have hmn : m + 1 = n := by omega
    rw [hmn, key θ, key θ']
    ring
  | succ k ih =>
    have h1 : ringMoment n k (m + 2) θ - ringMoment n k (m + 2) θ' =
        n / 2 ^ k * (cos (n * θ) - cos (n * θ')) := ih (m + 1) (by omega)
    have h2 := ringMoment_phase_free n k m (by omega) θ θ'
    rw [ringMoment_succ_succ n k m θ, ringMoment_succ_succ n k m θ']
    linear_combination h1 / 2 + h2 / 2
```

Trading one power for the first harmonic then gives the $n$-th moment difference for any two phases.

```lean
/-- The `n`-th power sums of the cosine levels at two phases differ by
`2 n / 2 ^ n` times the difference of `cos (n θ)`. -/
theorem nth_moment_phase_difference (n : ℕ) (θ θ' : ℝ) :
    ∑ j ∈ Finset.range n, cos (angle n θ j) ^ n -
      ∑ j ∈ Finset.range n, cos (angle n θ' j) ^ n =
      2 * n / 2 ^ n * (cos (n * θ) - cos (n * θ')) := by
  cases n with
  | zero => simp
  | succ n =>
    rw [← ringMoment_plain, ← ringMoment_plain, ringMoment_succ_zero, ringMoment_succ_zero]
    refine (ringMoment_border (n + 1) n 0 (by omega) θ θ').trans ?_
    ring
```

## Equal moments below order n, unequal at order n

For every $n\ge1$, the theorem states three things: equality of the power sums for all natural $k<n$, the exact difference at order $n$, and the resulting inequality. The exponent $2-n$ is an integer in Lean, so it may be negative. The proof identifies the two level sets with phases $0$ and $\pi/n$ (`a0`, `a1`) and applies the preceding results.

```lean
/-- For `n ≥ 1` the level sets `cos (2πj/n)` and `cos ((2j+1)π/n)` share all power sums of
order below `n`, while their `n`-th power sums differ by `n 2^(2-n)` and are unequal. -/
theorem moment_rules_sharp (n : ℕ) (hn : 1 ≤ n) :
    (∀ k < n, ∑ j ∈ Finset.range n, cos (2 * π * j / n) ^ k =
      ∑ j ∈ Finset.range n, cos ((2 * j + 1) * π / n) ^ k) ∧
    ∑ j ∈ Finset.range n, cos (2 * π * j / n) ^ n -
      ∑ j ∈ Finset.range n, cos ((2 * j + 1) * π / n) ^ n = n * (2 : ℝ) ^ (2 - (n : ℤ)) ∧
    ∑ j ∈ Finset.range n, cos (2 * π * j / n) ^ n ≠
      ∑ j ∈ Finset.range n, cos ((2 * j + 1) * π / n) ^ n := by
  have hn' : (0 : ℝ) < n := by exact_mod_cast hn
  -- the two sets are the phases `0` and `π / n` of one family
  have a0 : ∀ j : ℕ, 2 * π * j / n = angle n 0 j := by intro j; unfold angle; ring
  have a1 : ∀ j : ℕ, (2 * j + 1) * π / n = angle n (π / n) j := by
    intro j; unfold angle; ring
  simp only [a0, a1]
  have diff : ∑ j ∈ Finset.range n, cos (angle n 0 j) ^ n -
      ∑ j ∈ Finset.range n, cos (angle n (π / n) j) ^ n = n * (2 : ℝ) ^ (2 - (n : ℤ)) := by
    have hp : (n : ℝ) * (π / n) = π := by field_simp
    have hz : (2 : ℝ) ^ (2 - (n : ℤ)) = 4 / 2 ^ n := by
      rw [zpow_sub₀ two_ne_zero, zpow_natCast]; norm_num
    rw [nth_moment_phase_difference, hp, mul_zero, cos_zero, cos_pi, hz]
    ring
  refine ⟨fun k hk => ?_, diff, fun heq => ?_⟩
  · rw [← ringMoment_plain, ← ringMoment_plain]
    exact ringMoment_phase_free n k 0 (by omega) _ _
  · rw [heq, sub_self] at diff
    have hpos : 0 < (n : ℝ) * (2 : ℝ) ^ (2 - (n : ℤ)) := by positivity
    linarith
```

## Recovering the levels from n moments

Here `x` and `y` are two arbitrary lists of $n$ real levels. The conclusion equates the multisets of their values, so the lists agree up to order. The hypothesis demands exact equality of the moments; the theorem gives no bound on the levels when moments agree only approximately.

In the proof, `he` runs Newton's identities by strong induction and cancels the nonzero factor $k$. Then `hpoly` equates the two monic polynomials, and taking roots returns the levels with their multiplicities.

```lean
/-- Two sets of `n` real levels whose power sums agree for all orders from `1` to `n` are
the same, multiplicities included. -/
theorem levels_determined_by_moments (n : ℕ) (x y : Fin n → ℝ)
    (h : ∀ k, 1 ≤ k → k ≤ n → ∑ i, x i ^ k = ∑ i, y i ^ k) :
    Finset.univ.val.map x = Finset.univ.val.map y := by
  have hp : ∀ k, 1 ≤ k → k ≤ n → MvPolynomial.aeval x (MvPolynomial.psum (Fin n) ℝ k) =
      MvPolynomial.aeval y (MvPolynomial.psum (Fin n) ℝ k) := by
    intro k h1 h2
    simpa [MvPolynomial.psum] using h k h1 h2
  -- Newton's identities give the elementary symmetric functions one after another
  have he : ∀ k, k ≤ n → MvPolynomial.aeval x (MvPolynomial.esymm (Fin n) ℝ k) =
      MvPolynomial.aeval y (MvPolynomial.esymm (Fin n) ℝ k) := by
    intro k
    induction k using Nat.strong_induction_on with
    | _ k ih =>
      intro hk
      rcases k.eq_zero_or_pos with rfl | hpos
      · simp
      · have hx := congrArg (MvPolynomial.aeval x) (MvPolynomial.mul_esymm_eq_sum (Fin n) ℝ k)
        have hy := congrArg (MvPolynomial.aeval y) (MvPolynomial.mul_esymm_eq_sum (Fin n) ℝ k)
        simp only [map_mul, map_natCast, map_sum, map_pow, map_neg, map_one] at hx hy
        have hk0 : (k : ℝ) ≠ 0 := by exact_mod_cast hpos.ne'
        apply mul_left_cancel₀ hk0
        rw [hx, hy]
        congr 1
        refine Finset.sum_congr rfl fun a ha => ?_
        have hsum : a.1 + a.2 = k :=
          Finset.HasAntidiagonal.mem_antidiagonal.mp (Finset.mem_filter.mp ha).1
        have hlt : a.1 < k := (Finset.mem_filter.mp ha).2
        rw [ih a.1 hlt (by omega), hp a.2 (by omega) (by omega)]
  simp only [MvPolynomial.aeval_esymm_eq_multiset_esymm] at he
  -- the monic polynomials with these roots coincide
  have hc : Multiset.card (Finset.univ : Finset (Fin n)).val = n := by simp
  have hpoly : ((Finset.univ.val.map x).map fun t => Polynomial.X - Polynomial.C t).prod =
      ((Finset.univ.val.map y).map fun t => Polynomial.X - Polynomial.C t).prod := by
    rw [Multiset.prod_X_sub_X_eq_sum_esymm, Multiset.prod_X_sub_X_eq_sum_esymm]
    simp only [Multiset.card_map, hc]
    refine Finset.sum_congr rfl fun j hj => ?_
    rw [he j (by have := Finset.mem_range.mp hj; omega)]
  have hroots := congrArg Polynomial.roots hpoly
  rwa [Polynomial.roots_multiset_prod_X_sub_C, Polynomial.roots_multiset_prod_X_sub_C] at hroots

end

end MomentRuleSharpness
```

```lean
#print axioms MomentRuleSharpness.moment_rules_sharp
-- 'MomentRuleSharpness.moment_rules_sharp' depends on axioms: [propext, Classical.choice, Quot.sound]
#print axioms MomentRuleSharpness.levels_determined_by_moments
-- 'MomentRuleSharpness.levels_determined_by_moments' depends on axioms: [propext, Classical.choice, Quot.sound]
```
